# Euler's relation for power-law density functionals on a grid, and the factor three quarters in LDA exchange

Take a grid with a single point, of weight $w$ and density $n>0$, and the energy $F(n)=c\,w\,n^p$, where $c$ and $p$ are real constants. Differentiation gives $F'(n)=c\,w\,p\,n^{p-1}$. Multiplication by $n$ restores the lost power:

$$n\,F'(n)=p\,c\,w\,n^p=p\,F(n).$$

Differentiation brings down the factor $p$ and removes one power of the density, and the factor $n$ puts that power back. On a larger grid the same thing happens at each point separately.

## The relation on a finite grid

Let the grid points be labelled by $i$, with real weights $w_i$ and densities $n_i>0$, and let

$$F(n)=c\sum_i w_i\,n_i^p .$$

To find the partial derivative at point $i$, vary $n_i$ and hold the other densities fixed. Every term with $j\neq i$ is constant, so only one term survives:

$$\frac{\partial F}{\partial n_i}=c\,p\,w_i\,n_i^{p-1}.$$

Multiply by $n_i$ and sum over the grid:

$$\sum_i n_i\frac{\partial F}{\partial n_i}=\sum_i c\,p\,w_i\,n_i^{p}=p\,F(n).$$

The functional is also homogeneous of degree $p$: for $s>0$,

$$F(sn)=c\sum_i w_i\,(s n_i)^p=s^p F(n).$$

Euler's theorem on homogeneous functions derives the first identity from the second for any differentiable $F$, by differentiating in $s$ at $s=1$. For a sum of powers the direct computation above is enough, and that is the case treated here.

## Exchange energy and exchange potential

In the local density approximation (LDA), each volume element of a spin-unpolarised system is given the exchange energy of a uniform electron gas at the local density. In atomic units,

$$E_x=-\frac34\Big(\frac3\pi\Big)^{1/3}\sum_i w_i\,n_i^{4/3},\qquad v_x(n)=-\Big(\frac3\pi\Big)^{1/3}n^{1/3}.$$

This is the power functional with $p=4/3$. Its partial derivative is

$$\frac{\partial E_x}{\partial n_i}=-\frac43\cdot\frac34\Big(\frac3\pi\Big)^{1/3}w_i\,n_i^{1/3}=w_i\,v_x(n_i).$$

Since $n_i\,v_x(n_i)=-(3/\pi)^{1/3}n_i^{4/3}$, the energy is

$$E_x=\frac34\sum_i w_i\,n_i\,v_x(n_i).$$

This holds for vanishing densities too, because both sides then receive zero from the point in question. When a Kohn–Sham total energy is assembled from orbital energies, the exchange correction $E_x-\sum_i w_i n_i v_x(n_i)$ therefore equals $-E_x/3$, for spin-unpolarised LDA exchange with both sums taken on the same finite grid.

Uniform coordinate scaling by $\gamma>0$ compresses or stretches the system while keeping its electron number. If the grid is scaled along with the density, the values become $\gamma^3 n_i$ and the volume weights $w_i/\gamma^3$, so that $\sum_i w_i n_i$ is unchanged. Each term of the exchange energy changes by the same factor:

$$\frac{w_i}{\gamma^3}\,(\gamma^3 n_i)^{4/3}=\frac{\gamma^4}{\gamma^3}\,w_i\,n_i^{4/3}=\gamma\,w_i\,n_i^{4/3}.$$

Hence $E_x$ is multiplied by $\gamma$.

## From the relation back to the power law

Now let the local energy function be unknown. Consider $\sum_i w_i f(n_i)$ with $f$ differentiable at positive arguments and $W=\sum_i w_i\neq0$, and suppose that for all positive densities

$$\sum_i n_i\,w_i\,f'(n_i)=p\sum_i w_i\,f(n_i).$$

Choose the uniform density $n_i=x$. The relation becomes $W\,x f'(x)=p\,W f(x)$, and division by $W$ leaves $x f'(x)=p f(x)$ for every $x>0$. In the logarithmic variable $s=\ln x$, define $g(s)=f(e^s)\,e^{-ps}$. Then

$$g'(s)=e^{-ps}\big(e^s f'(e^s)-p f(e^s)\big)=0,$$

so $g$ is constant. Comparing $s=\ln x$ with $s=0$ gives $f(x)\,x^{-p}=f(1)$, that is, $f(x)=f(1)\,x^p$.

The condition on $W$ has content: if the weights summed to zero, a nonzero constant $f$ would satisfy the relation for every $p$. Positive volume weights on a nonempty grid always meet the condition.

## The second-order relation

The same counting of powers works for second derivatives. At positive densities, $\partial^2F/\partial n_i\partial n_j$ vanishes for $i\neq j$ and equals $c\,p(p-1)\,w_i n_i^{p-2}$ for $i=j$, so

$$\sum_{i,j} n_i n_j\frac{\partial^2F}{\partial n_i\,\partial n_j}=p(p-1)\,F(n).$$

For LDA exchange the right-hand side is $\tfrac49E_x$. This second-order identity is derived by hand only and has no theorem in the Lean development below.

## Grid, functional and partial derivative in Lean

The grid is a finite type `ι`. It carries no geometry: positions and spacings enter only through the weights.

```lean
import Mathlib

open Finset

namespace GridHomogeneousFunctional

noncomputable section

variable {ι : Type*} [Fintype ι]
```

Weights and densities are functions `ι → ℝ`, and the exponent is real. Signs are not built into the types, so each theorem states what it assumes about the densities. The weights may have any sign.

```lean
/-- The power-law density functional `c ∑ wᵢ nᵢ^p` on a grid with weights `w` and densities `n`. -/
def powerFunctional (c p : ℝ) (w n : ι → ℝ) : ℝ := c * ∑ i, w i * n i ^ p
```

For the partial derivative, `Function.update n i t` is the density `n` with its value at point `i` replaced by `t`. The ordinary derivative in `t`, taken at `t = n i`, is then $\partial F/\partial n_i$.

```lean
/-- The partial derivative of a grid functional in the density at point `i`, all other
densities being held fixed. -/
def densityPartial [DecidableEq ι] (F : (ι → ℝ) → ℝ) (n : ι → ℝ) (i : ι) : ℝ :=
  deriv (fun t => F (Function.update n i t)) (n i)
```

The exchange energy is the power functional with exponent $4/3$ and the electron-gas coefficient. That coefficient is put in by definition and is not derived from a calculation on the uniform gas.

```lean
/-- The LDA exchange energy of a spin-unpolarised density on the grid, in atomic units. -/
def ldaExchange (w n : ι → ℝ) : ℝ :=
  powerFunctional (-(3 / 4) * (3 / Real.pi) ^ (1 / 3 : ℝ)) (4 / 3) w n
```

The potential is defined independently, as an explicit function of the local density. That it belongs to the energy is proved later.

```lean
/-- The LDA exchange potential at local density `x`, in atomic units. -/
def ldaPotential (x : ℝ) : ℝ := -(3 / Real.pi) ^ (1 / 3 : ℝ) * x ^ (1 / 3 : ℝ)
```

## Homogeneity and the single surviving term

The scaling theorem covers nonnegative densities and a positive factor `s`. The proof compares the sums term by term, and `Real.mul_rpow` supplies $(s n_i)^p=s^p n_i^p$.

```lean
/-- Multiplying the density by a positive factor `s` multiplies the power-law functional
by `s^p`. -/
theorem powerFunctional_scale (c p : ℝ) (w n : ι → ℝ) {s : ℝ} (hs : 0 < s)
    (hn : ∀ i, 0 ≤ n i) :
    powerFunctional c p w (fun i => s * n i) = s ^ p * powerFunctional c p w n := by
  unfold powerFunctional
  rw [Finset.mul_sum, Finset.mul_sum, Finset.mul_sum]
  refine Finset.sum_congr rfl fun i _ => ?_
  rw [Real.mul_rpow hs.le (hn i)]
  ring
```

The next theorem computes the partial derivative. `HasDerivAt` says both that the derivative exists and what its value is. The hypothesis `n i ≠ 0 ∨ 1 ≤ p` reflects the behaviour of $t^p$ at the origin, where for $0<p<1$ the slope diverges.

The intermediate statement `hs` gives the derivative of each summand: the expected power at $j=i$ and zero elsewhere. `HasDerivAt.fun_sum` adds these derivatives, and `Finset.sum_ite_eq'` reduces the resulting sum to the term of the varied point.

```lean
/-- The derivative of the power-law functional in the density at point `i` is
`wᵢ c p nᵢ^(p-1)`, if that density is nonzero or `p` is at least one. -/
theorem hasDerivAt_powerFunctional [DecidableEq ι] (c p : ℝ) (w n : ι → ℝ) (i : ι)
    (h : n i ≠ 0 ∨ 1 ≤ p) :
    HasDerivAt (fun t => powerFunctional c p w (Function.update n i t))
      (w i * (c * p * n i ^ (p - 1))) (n i) := by
  -- only the summand of the varied grid point contributes
  have hs : ∀ j ∈ (Finset.univ : Finset ι),
      HasDerivAt (fun t => w j * Function.update n i t j ^ p)
        (if j = i then w i * (p * n i ^ (p - 1)) else 0) (n i) := by
    intro j _
    by_cases hj : j = i
    · subst hj
      simp only [Function.update_self, ↓reduceIte]
      exact (Real.hasDerivAt_rpow_const h).const_mul (w _)
    · simp only [Function.update_of_ne hj, if_neg hj]
      exact hasDerivAt_const _ _
  unfold powerFunctional
  refine ((HasDerivAt.fun_sum hs).const_mul c).congr_deriv ?_
  simp only [Finset.sum_ite_eq', Finset.mem_univ, ↓reduceIte]
  ring
```

## The Euler relation at positive densities

The theorem has two parts. The first says that the functional is differentiable in each grid density, and the second is $\sum_i n_i\,\partial F/\partial n_i=pF$. Both hold for every real $p$, including negative exponents, because all densities are assumed positive.

In the proof, `step` is the one-point calculation from the opening. The equation `e` is $n_i^p=n_i^{p-1}n_i$, and `linear_combination` uses it to restore the missing power. Summation over the grid finishes the argument.

```lean
/-- Euler relation on the grid: at positive densities the power-law functional has all its
partial derivatives, and their density-weighted sum is `p` times the functional. -/
theorem euler_relation [DecidableEq ι] (c p : ℝ) (w n : ι → ℝ) (hn : ∀ i, 0 < n i) :
    (∀ i, DifferentiableAt ℝ
      (fun t => powerFunctional c p w (Function.update n i t)) (n i)) ∧
    ∑ i, n i * densityPartial (powerFunctional c p w) n i = p * powerFunctional c p w n := by
  have hd := fun i => hasDerivAt_powerFunctional c p w n i (Or.inl (hn i).ne')
  refine ⟨fun i => (hd i).differentiableAt, ?_⟩
  -- the factor of the density restores the power lost in differentiation
  have step : ∀ i, n i * densityPartial (powerFunctional c p w) n i
      = p * (c * (w i * n i ^ p)) := by
    intro i
    have e : n i ^ p = n i ^ (p - 1) * n i := by
      rw [← Real.rpow_add_one (hn i).ne', sub_add_cancel]
    rw [densityPartial, (hd i).deriv]
    linear_combination (-(p * c * w i)) * e
  rw [Finset.sum_congr rfl (fun i _ => step i), powerFunctional, Finset.mul_sum,
    Finset.mul_sum]
```

## The exchange potential and the three-quarters rule

Here the densities need only be nonnegative, so empty regions of the grid are allowed. The first part identifies $\partial E_x/\partial n_i$ with $w_i v_x(n_i)$. Stating it as a product avoids dividing by a weight, which might be zero. The second part is the three-quarters rule.

The derivative follows from the general formula through the alternative `1 ≤ p`, since $4/3\geq1$. At $n_i=0$ it is a two-sided derivative and so involves Lean's extension of $t^{4/3}$ to negative $t$; its value, zero, agrees with the one-sided derivative taken through physical densities. For the energy identity, `Real.rpow_add_one'` splits $n_i^{4/3}$ into $n_i^{1/3}n_i$, in a form that remains valid at zero density.

```lean
/-- The derivative of the LDA exchange energy in each grid density is the weight times the
exchange potential, and the energy is three quarters of the density-potential sum. -/
theorem ldaExchange_three_quarters [DecidableEq ι] (w n : ι → ℝ) (hn : ∀ i, 0 ≤ n i) :
    (∀ i, HasDerivAt (fun t => ldaExchange w (Function.update n i t))
      (w i * ldaPotential (n i)) (n i)) ∧
    ldaExchange w n = 3 / 4 * ∑ i, w i * (n i * ldaPotential (n i)) := by
  constructor
  · intro i
    unfold ldaExchange
    refine (hasDerivAt_powerFunctional _ (4 / 3) w n i (Or.inr (by norm_num))).congr_deriv ?_
    rw [show (4 / 3 : ℝ) - 1 = 1 / 3 by norm_num, ldaPotential]
    ring
  · unfold ldaExchange powerFunctional ldaPotential
    rw [Finset.mul_sum, Finset.mul_sum]
    refine Finset.sum_congr rfl fun i _ => ?_
    -- split one factor of the density off the energy density
    have e := Real.rpow_add_one' (hn i) (show (1 / 3 : ℝ) + 1 ≠ 0 by norm_num)
    rw [show (1 / 3 : ℝ) + 1 = 4 / 3 by norm_num] at e
    rw [e]
    ring
```

## Linear scaling of LDA exchange

The theorem changes both arguments of `ldaExchange`: the weights are divided by `γ ^ 3` and the densities multiplied by it. It therefore compares two matched grids, and says nothing about the quadrature error made when a scaled density is evaluated on an unscaled grid.

The equation `e` is $(\gamma^3)^{4/3}=\gamma^4$. The homogeneity theorem, applied with $s=\gamma^3$, extracts this factor from the densities. The statement `hsum` extracts $1/\gamma^3$ from the weights, and `field_simp` cancels the powers to leave $\gamma$.

```lean
/-- Under uniform coordinate scaling by `γ > 0`, with nonnegative densities multiplied by `γ³` and
volume weights divided by `γ³`, the LDA exchange energy is multiplied by `γ`. -/
theorem ldaExchange_coordinate_scaling (w n : ι → ℝ) {γ : ℝ} (hγ : 0 < γ)
    (hn : ∀ i, 0 ≤ n i) :
    ldaExchange (fun i => w i / γ ^ 3) (fun i => γ ^ 3 * n i) = γ * ldaExchange w n := by
  have e : (γ ^ 3) ^ (4 / 3 : ℝ) = γ ^ 4 := by
    rw [← Real.rpow_natCast γ 3, ← Real.rpow_natCast γ 4, ← Real.rpow_mul hγ.le]
    congr 1
    norm_num
  unfold ldaExchange
  rw [powerFunctional_scale _ _ _ _ (pow_pos hγ 3) hn, e]
  unfold powerFunctional
  -- the weights contribute a common factor
  have hsum : ∑ i, w i / γ ^ 3 * n i ^ (4 / 3 : ℝ)
      = (∑ i, w i * n i ^ (4 / 3 : ℝ)) / γ ^ 3 := by
    rw [Finset.sum_div]
    exact Finset.sum_congr rfl fun i _ => by ring
  rw [hsum]
  have hγ0 : γ ≠ 0 := hγ.ne'
  field_simp
```

## The converse for local functionals

The functions `f` and `f'` are the local energy function and its derivative, linked at positive arguments by `hf`. The hypothesis `h` is the Euler relation for one fixed set of weights and all positive densities, with the partial derivative already written as $w_i f'(n_i)$. The conclusion concerns functionals of the form $\sum_i w_i f(n_i)$; functionals that couple different grid points, for instance through density gradients, are not covered.

The proof follows the derivation by hand. In `key`, a uniform density is inserted and the total weight cancelled, which gives $y f'(y)=p f(y)$. In `hG`, the chain and product rules show that $f(e^s)e^{-ps}$ has derivative zero. The lemma `is_const_of_deriv_eq_zero` then equates its values at $\ln x$ and $0$, and the last lines write $x^p$ as an exponential and cancel it against $e^{-p\ln x}$.

```lean
/-- Converse: if a local functional `∑ wᵢ f(nᵢ)`, with nonzero total weight and with `f`
differentiable at positive arguments, obeys the Euler relation of degree `p` at all positive
densities, then `f(x) = f(1) x^p` for positive `x`. -/
theorem power_law_of_euler (p : ℝ) (w : ι → ℝ) (f f' : ℝ → ℝ) (hw : ∑ i, w i ≠ 0)
    (hf : ∀ x, 0 < x → HasDerivAt f (f' x) x)
    (h : ∀ n : ι → ℝ, (∀ i, 0 < n i) →
      ∑ i, n i * (w i * f' (n i)) = p * ∑ i, w i * f (n i))
    {x : ℝ} (hx : 0 < x) : f x = f 1 * x ^ p := by
  -- uniform densities turn the relation into a differential equation for `f`
  have key : ∀ y, 0 < y → y * f' y = p * f y := by
    intro y hy
    have hu := h (fun _ => y) (fun _ => hy)
    simp only [← Finset.mul_sum, ← Finset.sum_mul] at hu
    apply mul_left_cancel₀ hw
    linear_combination hu
  -- in the logarithmic variable, `f` divided by the power law is constant
  have hG : ∀ s, HasDerivAt (fun s => f (Real.exp s) * Real.exp (-(p * s))) 0 s := by
    intro s
    have h1 : HasDerivAt (fun s => f (Real.exp s)) (f' (Real.exp s) * Real.exp s) s :=
      (hf _ (Real.exp_pos s)).comp s (Real.hasDerivAt_exp s)
    have h2 : HasDerivAt (fun s => Real.exp (-(p * s)))
        (Real.exp (-(p * s)) * (-(p * 1))) s :=
      ((hasDerivAt_id' s).const_mul p).fun_neg.exp
    refine (h1.fun_mul h2).congr_deriv ?_
    linear_combination Real.exp (-(p * s)) * key (Real.exp s) (Real.exp_pos s)
  have hc : f (Real.exp (Real.log x)) * Real.exp (-(p * Real.log x))
      = f (Real.exp 0) * Real.exp (-(p * 0)) :=
    is_const_of_deriv_eq_zero (fun s => (hG s).differentiableAt)
      (fun s => (hG s).deriv) (Real.log x) 0
  simp only [Real.exp_log hx, mul_zero, neg_zero, Real.exp_zero, mul_one] at hc
  have e : -(p * Real.log x) + Real.log x * p = 0 := by ring
  rw [Real.rpow_def_of_pos hx, ← hc, mul_assoc, ← Real.exp_add, e, Real.exp_zero, mul_one]

end

end GridHomogeneousFunctional
```

```lean
#print axioms GridHomogeneousFunctional.euler_relation
-- 'GridHomogeneousFunctional.euler_relation' depends on axioms: [propext, Classical.choice, Quot.sound]
#print axioms GridHomogeneousFunctional.ldaExchange_three_quarters
-- 'GridHomogeneousFunctional.ldaExchange_three_quarters' depends on axioms: [propext, Classical.choice, Quot.sound]
#print axioms GridHomogeneousFunctional.ldaExchange_coordinate_scaling
-- 'GridHomogeneousFunctional.ldaExchange_coordinate_scaling' depends on axioms: [propext, Classical.choice, Quot.sound]
#print axioms GridHomogeneousFunctional.power_law_of_euler
-- 'GridHomogeneousFunctional.power_law_of_euler' depends on axioms: [propext, Classical.choice, Quot.sound]
```
